# Annealed importance sampling on a finite set of levels gives partition-function ratios when each kernel preserves its Gibbs distribution

To estimate a free energy difference at a fixed temperature by annealed importance sampling, one draws a configuration from the Gibbs distribution of the first spectrum, switches to the next spectrum, adds the energy change to a running total, makes a Monte Carlo move, and repeats up to the last spectrum. The totals from many such runs are then turned into a ratio of partition functions. The parts below derive the formula for this last step, for classical Markov jumps on finitely many levels. For a quantum system, this covers Hamiltonians that are diagonal in one common basis, with jumps between its states and no coherences.

## Spectra, kernels and paths

The type `S` is the finite set of levels; different levels may have equal energies.

```lean
import Mathlib

open Finset

namespace AnnealedImportanceSampling

noncomputable section

variable {S : Type*} [Fintype S]
```

A spectrum is a function E from levels to real energies, and β is the inverse temperature 1/(k_B T). The partition function Z is the sum of the Boltzmann factors.

```lean
/-- The partition function `Z = ∑ exp (-β E)` of a finite spectrum. -/
def partitionFn (β : ℝ) (E : S → ℝ) : ℝ := ∑ x, Real.exp (-β * E x)
```

The Gibbs probability is written π(x).

```lean
/-- The Gibbs probability of the level `x`, for a nonempty set of levels. -/
def gibbs (β : ℝ) (E : S → ℝ) (x : S) : ℝ := Real.exp (-β * E x) / partitionFn β E
```

The free energy is F = −(ln Z)/β.

```lean
/-- The free energy `-log Z / β`, for `β ≠ 0` and a nonempty set of levels. -/
def freeEnergy (β : ℝ) (E : S → ℝ) : ℝ := -Real.log (partitionFn β E) / β
```

A kernel P gives the weight P(x, y) of a jump from x to y. Being stochastic and preserving a Gibbs distribution are separate conditions. The second says that an ensemble already in equilibrium stays there under the move.

```lean
/-- A stochastic kernel: `P x y` is the probability of a jump from `x` to `y`. -/
structure IsStochastic (P : S → S → ℝ) : Prop where
  nonneg : ∀ x y, 0 ≤ P x y
  sum_one : ∀ x, ∑ y, P x y = 1

/-- The kernel `P` leaves the Gibbs distribution of `E` unchanged. -/
def PreservesGibbs (β : ℝ) (E : S → ℝ) (P : S → S → ℝ) : Prop :=
  ∀ y, ∑ x, gibbs β E x * P x y = gibbs β E y
```

A protocol has spectra E₀, E₁, …, Eₙ, with partition functions Zₖ, Gibbs distributions πₖ and free energies Fₖ. All of them share one β. A change of temperature through β₀, …, βₙ for a single spectrum E can be written as Eₖ = (βₖ/β) E with β ≠ 0; this gives the right Zₖ, but Fₖ is then −(ln Zₖ)/β and not −(ln Zₖ)/βₖ. The kernel Pₖ acts after the switch to Eₖ, so P₀ is never used. A path x = (x₀, …, xₙ) is a function on `Fin (n + 1)`, and its weight is

p(x) = π₀(x₀) · Π_{k<n} Pₖ₊₁(xₖ, xₖ₊₁).

In the code, `k.castSucc` and `k.succ` pick out positions k and k + 1 of the path.

```lean
/-- The weight of a path: the Gibbs probability of its start in `E 0`, times the
transition weights of the kernels `P 1, …, P n`. -/
def pathProb (β : ℝ) (E : ℕ → S → ℝ) (P : ℕ → S → S → ℝ) (n : ℕ)
    (x : Fin (n + 1) → S) : ℝ :=
  gibbs β (E 0) (x 0) * ∏ k : Fin n, P (k + 1) (x k.castSucc) (x k.succ)
```

Each switch happens at a fixed level, and only switches count as work:

W(x) = Σ_{k<n} [Eₖ₊₁(xₖ) − Eₖ(xₖ)].

```lean
/-- The work along a path: the sum of the energy changes at each switch of the spectrum. -/
def work (E : ℕ → S → ℝ) (n : ℕ) (x : Fin (n + 1) → S) : ℝ :=
  ∑ k : Fin n, (E (k + 1) (x k.castSucc) - E k (x k.castSucc))
```

The path average ⟨F⟩ₙ is the sum of p(x) F(x) over all paths, where F is here any real function of the path, not the free energy. It is an average in the usual sense when the kernels are stochastic.

```lean
/-- The sum of a path observable `F` over all paths, weighted by `pathProb`. -/
def pathAvg (β : ℝ) (E : ℕ → S → ℝ) (P : ℕ → S → S → ℝ) (n : ℕ)
    (F : (Fin (n + 1) → S) → ℝ) : ℝ :=
  ∑ x, pathProb β E P n x * F x
```

## (a) Sign of the partition function

Show that, for a nonempty set of levels,

Z > 0.

Solution. Every term exp(−βE(x)) is positive, and there is at least one term.

```lean
/-- The partition function of a nonempty finite spectrum is positive. -/
theorem partitionFn_pos [Nonempty S] (β : ℝ) (E : S → ℝ) : 0 < partitionFn β E :=
  Finset.sum_pos (fun _ _ => Real.exp_pos _) Finset.univ_nonempty
```

## (b) Normalisation of the Gibbs distribution

Show that, for a nonempty set of levels,

Σ_x π(x) = 1.

Solution. The sum is Σ_x exp(−βE(x)) / Z = Z/Z, which is 1 because Z ≠ 0 by (a).

```lean
/-- The Gibbs probabilities of a nonempty finite spectrum sum to one. -/
theorem gibbs_sum [Nonempty S] (β : ℝ) (E : S → ℝ) : ∑ x, gibbs β E x = 1 := by
  unfold gibbs
  rw [← Finset.sum_div]
  exact div_self (partitionFn_pos β E).ne'
```

## (c) Switching the spectrum

Let E and E′ be two spectra on the same nonempty set, with Z, π and Z′, π′. Show that

Z π(x) exp(−β[E′(x) − E(x)]) = Z′ π′(x).

Solution. Since Z π(x) = exp(−βE(x)), the exponents on the left add up to −βE′(x), and exp(−βE′(x)) = Z′ π′(x). In the proof, `h` is this addition of exponents.

```lean
/-- On a nonempty finite set of levels, the factor `exp (-β (E' - E))` turns the
unnormalised Gibbs weight of `E` into that of `E'`. -/
theorem gibbs_reweight [Nonempty S] (β : ℝ) (E E' : S → ℝ) (x : S) :
    partitionFn β E * (gibbs β E x * Real.exp (-β * (E' x - E x))) =
      partitionFn β E' * gibbs β E' x := by
  have h : Real.exp (-β * E x) * Real.exp (-β * (E' x - E x)) = Real.exp (-β * E' x) := by
    rw [← Real.exp_add]
    congr 1
    ring
  have hZ := (partitionFn_pos β E).ne'
  have hZ' := (partitionFn_pos β E').ne'
  unfold gibbs
  rw [← h]
  field_simp
```

## (d) A protocol without switches

Show that for n = 0, where a path is a single level y,

⟨F⟩₀ = Σ_y π₀(y) F(y).

Solution. The product of kernels is empty, so p(x) = π₀(x₀). The Lean proof identifies one-point paths with levels through `Equiv.funUnique`.

```lean
/-- With no switch at all, the path average is the Gibbs average in `E 0`. -/
theorem pathAvg_zero (β : ℝ) (E : ℕ → S → ℝ) (P : ℕ → S → S → ℝ)
    (F : (Fin 1 → S) → ℝ) :
    pathAvg β E P 0 F = ∑ y, gibbs β (E 0) y * F (fun _ => y) := by
  unfold pathAvg
  refine Fintype.sum_equiv (Equiv.funUnique (Fin 1) S) _ _ (fun x => ?_)
  have hx : (fun _ => x 0) = x := funext fun i => by rw [Subsingleton.elim i 0]
  change pathProb β E P 0 x * F x = gibbs β (E 0) (x 0) * F (fun _ => x 0)
  rw [hx]
  simp [pathProb]
```

## (e) Summing out the last step

Let G depend on a path (x₀, …, xₙ) and on one further level. Show that

⟨G((x₀, …, xₙ), xₙ₊₁)⟩ₙ₊₁ = ⟨Σ_y Pₙ₊₁(xₙ, y) G((x₀, …, xₙ), y)⟩ₙ.

Solution. The weight of the longer path factorises:

p(x₀, …, xₙ₊₁) = p(x₀, …, xₙ) Pₙ₊₁(xₙ, xₙ₊₁).

Carrying out the sum over xₙ₊₁ = y first gives the right-hand side. In the proof, `e` splits a path into its initial part and its end point, and `hp` is the factorisation.

```lean
/-- The last step of a path can be summed out: for each path before it, `G` is summed over the end
point with the weights of the last kernel. -/
theorem pathAvg_succ (β : ℝ) (E : ℕ → S → ℝ) (P : ℕ → S → S → ℝ) (n : ℕ)
    (G : (Fin (n + 1) → S) → S → ℝ) :
    pathAvg β E P (n + 1) (fun x => G (fun i => x i.castSucc) (x (Fin.last (n + 1)))) =
      pathAvg β E P n (fun x => ∑ y, P (n + 1) (x (Fin.last n)) y * G x y) := by
  -- a path is its initial part together with its end point
  let e : (Fin (n + 2) → S) ≃ (Fin (n + 1) → S) × S :=
    { toFun := fun x => (fun i => x i.castSucc, x (Fin.last (n + 1)))
      invFun := fun p => Fin.snoc (α := fun _ => S) p.1 p.2
      left_inv := fun x => by
        funext i
        refine Fin.lastCases ?_ (fun j => ?_) i <;> simp
      right_inv := fun p => by simp }
  have hp : ∀ x : Fin (n + 2) → S, pathProb β E P (n + 1) x =
      pathProb β E P n (fun i => x i.castSucc) *
        P (n + 1) (x (Fin.last n).castSucc) (x (Fin.last (n + 1))) := fun x => by
    unfold pathProb
    rw [Fin.prod_univ_castSucc, ← mul_assoc]
    rfl
  unfold pathAvg
  simp only [Finset.mul_sum]
  rw [← Fintype.sum_prod_type']
  refine Fintype.sum_equiv e _ _ (fun x => ?_)
  rw [hp, mul_assoc]
  rfl
```

## (f) Recovering equilibrium averages at the end point

Suppose Pₖ preserves πₖ for 1 ≤ k ≤ n. Show that for every function f on the levels

⟨exp(−βW) f(xₙ)⟩ₙ = (Zₙ/Z₀) Σ_y πₙ(y) f(y).

Solution. Use induction on n. For n = 0 the work vanishes, the ratio is 1, and (d) gives the claim.

For the step, write Wₙ for the work of the first n switches. Then

Wₙ₊₁ = Wₙ + Eₙ₊₁(xₙ) − Eₙ(xₙ).

By (e), the last level can be summed out:

⟨exp(−βWₙ₊₁) f(xₙ₊₁)⟩ₙ₊₁ = ⟨exp(−βWₙ) g(xₙ)⟩ₙ,

g(u) = exp(−β[Eₙ₊₁(u) − Eₙ(u)]) Σ_y Pₙ₊₁(u, y) f(y).

The induction hypothesis, applied to g, turns this into

(Zₙ/Z₀) Σ_u πₙ(u) g(u).

By (c), this equals

(Zₙ₊₁/Z₀) Σ_u πₙ₊₁(u) Σ_y Pₙ₊₁(u, y) f(y).

Now do the sum over u first. Since Pₙ₊₁ preserves πₙ₊₁, it gives πₙ₊₁(y), and what remains is

(Zₙ₊₁/Z₀) Σ_y πₙ₊₁(y) f(y).

The `calc` block follows these lines, with `hW` for the splitting of the work and `hs` for stationarity. The induction is `generalizing f` because its hypothesis is needed for g.

```lean
/-- If each `P k` with `1 ≤ k ≤ n` preserves the Gibbs distribution of `E k`, then weighting
paths by `exp (-β W)` gives the Gibbs average of `f` in `E n`, times `Z_n / Z_0`. -/
theorem weighted_endpoint_average [Nonempty S] (β : ℝ) (E : ℕ → S → ℝ)
    (P : ℕ → S → S → ℝ) (n : ℕ)
    (hP : ∀ k < n, PreservesGibbs β (E (k + 1)) (P (k + 1))) (f : S → ℝ) :
    pathAvg β E P n (fun x => Real.exp (-β * work E n x) * f (x (Fin.last n))) =
      partitionFn β (E n) / partitionFn β (E 0) * ∑ y, gibbs β (E n) y * f y := by
  induction n generalizing f with
  | zero =>
    rw [pathAvg_zero, div_self (partitionFn_pos β (E 0)).ne']
    simp [work]
  | succ n ih =>
    have hW : ∀ x : Fin (n + 2) → S, work E (n + 1) x = work E n (fun i => x i.castSucc) +
        (E (n + 1) (x (Fin.last n).castSucc) - E n (x (Fin.last n).castSucc)) := fun x => by
      unfold work
      rw [Fin.sum_univ_castSucc]
      rfl
    -- stationarity removes the last kernel
    have hs : ∑ u, gibbs β (E (n + 1)) u * ∑ y, P (n + 1) u y * f y =
        ∑ y, gibbs β (E (n + 1)) y * f y := by
      simp only [Finset.mul_sum]
      rw [Finset.sum_comm]
      refine Finset.sum_congr rfl fun y _ => ?_
      have hy : ∑ x, gibbs β (E (n + 1)) x * P (n + 1) x y = gibbs β (E (n + 1)) y :=
        hP n (by omega) y
      rw [← hy, Finset.sum_mul]
      exact Finset.sum_congr rfl fun u _ => by ring
    calc _ = pathAvg β E P n (fun x => Real.exp (-β * work E n x) *
          (Real.exp (-β * (E (n + 1) (x (Fin.last n)) - E n (x (Fin.last n)))) *
            ∑ y, P (n + 1) (x (Fin.last n)) y * f y)) := by
          simp only [hW]
          refine (pathAvg_succ β E P n (fun x y => Real.exp (-β * (work E n x +
            (E (n + 1) (x (Fin.last n)) - E n (x (Fin.last n))))) * f y)).trans ?_
          congr 1
          funext x
          simp only [mul_add, Real.exp_add, Finset.mul_sum]
          exact Finset.sum_congr rfl fun y _ => by ring
      _ = partitionFn β (E n) / partitionFn β (E 0) * ∑ u, gibbs β (E n) u *
          (Real.exp (-β * (E (n + 1) u - E n u)) * ∑ y, P (n + 1) u y * f y) :=
          ih (fun k hk => hP k (by omega))
            (fun u => Real.exp (-β * (E (n + 1) u - E n u)) * ∑ y, P (n + 1) u y * f y)
      _ = 1 / partitionFn β (E 0) * ∑ u, partitionFn β (E (n + 1)) *
          gibbs β (E (n + 1)) u * ∑ y, P (n + 1) u y * f y := by
          rw [Finset.mul_sum, Finset.mul_sum]
          refine Finset.sum_congr rfl fun u _ => ?_
          rw [← gibbs_reweight β (E n) (E (n + 1)) u]
          ring
      _ = _ := by
          rw [← hs, Finset.mul_sum, Finset.mul_sum]
          exact Finset.sum_congr rfl fun u _ => by ring
```

## (g) The annealed importance sampling identity

Under the same assumption, show that

⟨exp(−βW)⟩ₙ = Zₙ/Z₀.

Solution. Put f = 1 in (f) and use (b). The statement holds for every real β and needs no equilibration between switches.

```lean
/-- Annealed importance sampling: if each `P k` with `1 ≤ k ≤ n` preserves the Gibbs
distribution of `E k`, the path average of `exp (-β W)` is `Z_n / Z_0`. -/
theorem annealed_importance_sampling [Nonempty S] (β : ℝ) (E : ℕ → S → ℝ)
    (P : ℕ → S → S → ℝ) (n : ℕ)
    (hP : ∀ k < n, PreservesGibbs β (E (k + 1)) (P (k + 1))) :
    pathAvg β E P n (fun x => Real.exp (-β * work E n x)) =
      partitionFn β (E n) / partitionFn β (E 0) := by
  have h := weighted_endpoint_average β E P n hP (fun _ => 1)
  simp only [mul_one, gibbs_sum] at h
  exact h
```

In a program, the update `W += E[k+1](x) - E[k](x)` comes before the move with Pₖ₊₁. With M independent runs of work W₁, …, W_M, the estimate of ln(Zₙ/Z₀) is

ln Σᵢ exp(−βWᵢ) − ln M,

evaluated with a log-sum-exp routine to avoid overflow.

Stationarity matters even for stochastic kernels. Take two levels, β = 1, E₀ = E₁ = 0 and E₂ = (0, ln 2). Let P₁ send both levels to the first one, and let P₂ leave every level in place. Then P₁ does not preserve the uniform distribution π₁. Every run has W = 0, so the average of exp(−W) is 1, whereas Z₂/Z₀ = (3/2)/2 = 3/4.

## (h) Mean work and free energy

Let β > 0, and let the kernels P₁, …, Pₙ also be stochastic. Show that

Fₙ − F₀ ≤ ⟨W⟩ₙ.

Solution. The path weights are nonnegative, and by (e) their sum is unchanged when the last step is removed, so it is 1. Let r = Zₙ/Z₀. The inequality exp(u) ≥ 1 + u with u = −βW − ln r gives, for each path,

exp(−βW) ≥ r (1 − ln r − βW).

Averaging and using (g) gives

r ≥ r (1 − ln r − β⟨W⟩ₙ).

Dividing by r > 0 leaves β⟨W⟩ₙ ≥ −ln r, and −(ln r)/β = Fₙ − F₀. In the proof, `hone` and `hpos` are normalisation and nonnegativity of the path weights, `hpt` is the inequality for one path, and `havg` is its average.

```lean
/-- Second law: for `β > 0` and stochastic kernels that preserve the Gibbs distributions of
their spectra, the mean work is at least the free energy difference. -/
theorem free_energy_le_mean_work [Nonempty S] {β : ℝ} (hβ : 0 < β) (E : ℕ → S → ℝ)
    (P : ℕ → S → S → ℝ) (n : ℕ) (hS : ∀ k < n, IsStochastic (P (k + 1)))
    (hP : ∀ k < n, PreservesGibbs β (E (k + 1)) (P (k + 1))) :
    freeEnergy β (E n) - freeEnergy β (E 0) ≤ pathAvg β E P n (work E n) := by
  -- the path weights are normalised
  have hone : ∀ m ≤ n, pathAvg β E P m (fun _ => 1) = 1 := by
    intro m
    induction m with
    | zero =>
      intro _
      rw [pathAvg_zero]
      simp only [mul_one, gibbs_sum]
    | succ m ih =>
      intro hm
      refine (pathAvg_succ β E P m (fun _ _ => 1)).trans ?_
      simp only [mul_one, (hS m (by omega)).sum_one]
      exact ih (by omega)
  have hpos : ∀ x, 0 ≤ pathProb β E P n x := fun x =>
    mul_nonneg (div_pos (Real.exp_pos _) (partitionFn_pos β (E 0))).le
      (Finset.prod_nonneg fun k _ => (hS k k.isLt).nonneg _ _)
  have hJ := annealed_importance_sampling β E P n hP
  have hZn := partitionFn_pos β (E n)
  have hZ0 := partitionFn_pos β (E 0)
  have hlog := Real.log_div hZn.ne' hZ0.ne'
  have hr := div_pos hZn hZ0
  generalize partitionFn β (E n) / partitionFn β (E 0) = r at hJ hlog hr
  -- the tangent line of the exponential, path by path
  have hpt : ∀ x, r * ((1 - Real.log r) - β * work E n x) ≤
      Real.exp (-β * work E n x) := fun x => by
    have h := Real.add_one_le_exp (-β * work E n x - Real.log r)
    rw [Real.exp_sub, Real.exp_log hr, le_div_iff₀ hr] at h
    linarith
  have havg : r * ((1 - Real.log r) * pathAvg β E P n (fun _ => 1) -
      β * pathAvg β E P n (work E n)) ≤ r * 1 := by
    refine le_trans ?_ (le_of_eq (hJ.trans (mul_one r).symm))
    unfold pathAvg
    rw [Finset.mul_sum, Finset.mul_sum, ← Finset.sum_sub_distrib, Finset.mul_sum]
    refine Finset.sum_le_sum fun x _ => ?_
    change r * ((1 - Real.log r) * (pathProb β E P n x * 1) -
      β * (pathProb β E P n x * work E n x)) ≤
        pathProb β E P n x * Real.exp (-β * work E n x)
    have h := mul_le_mul_of_nonneg_left (hpt x) (hpos x)
    linarith
  rw [hone n le_rfl] at havg
  have h := le_of_mul_le_mul_left havg hr
  unfold freeEnergy
  rw [← sub_div, div_le_iff₀ hβ]
  linarith
```

The example in (g) violates this bound too: its mean work is 0, but F₂ − F₀ = ln(4/3) > 0.

## (i) Detailed balance is sufficient

Suppose Σ_y P(x, y) = 1 for every x, and π(x) P(x, y) = π(y) P(y, x) for all x and y. Show that

Σ_x π(x) P(x, y) = π(y).

Solution. Detailed balance turns the left-hand side into π(y) Σ_x P(y, x), and the row sum is 1. Metropolis moves with symmetric proposals obey detailed balance for the spectrum in their acceptance test, so they qualify as Pₖ in (g) when that test uses Eₖ and β.

```lean
/-- A kernel with normalised rows that obeys detailed balance for the Gibbs distribution
of `E` preserves that distribution. -/
theorem preservesGibbs_of_detailedBalance (β : ℝ) (E : S → ℝ) (P : S → S → ℝ)
    (hsum : ∀ x, ∑ y, P x y = 1)
    (hdb : ∀ x y, gibbs β E x * P x y = gibbs β E y * P y x) :
    PreservesGibbs β E P := by
  intro y
  rw [Finset.sum_congr rfl fun x _ => hdb x y, ← Finset.mul_sum, hsum, mul_one]
```

## (j) A kernel for every spectrum

The lazy heat bath redraws the level from π with probability r and otherwise leaves it alone. Here r is a mixing parameter, unrelated to the ratio in (h).

```lean
/-- The lazy heat bath: stay put with weight `1 - r`, redraw from Gibbs with weight `r`. -/
def lazyHeatBath [DecidableEq S] (β : ℝ) (E : S → ℝ) (r : ℝ) (x y : S) : ℝ :=
  (1 - r) * (if x = y then 1 else 0) + r * gibbs β E y
```

Write L(x, y) for this kernel. Show that for 0 ≤ r ≤ 1 and a nonempty set of levels

L(x, y) ≥ 0, Σ_y L(x, y) = 1, Σ_x π(x) L(x, y) = π(y).

Solution. Both terms of L are nonnegative, and each row sums to (1 − r) + r = 1. For x ≠ y,

π(x) L(x, y) = r π(x) π(y) = π(y) L(y, x),

and for x = y detailed balance is trivial. Part (i) gives the last equation. Every sequence of spectra therefore has kernels to which (g) and (h) apply.

```lean
/-- For `0 ≤ r ≤ 1` and a nonempty set of levels, the lazy heat bath is stochastic and
preserves the Gibbs distribution. -/
theorem lazyHeatBath_witness [Nonempty S] [DecidableEq S] (β : ℝ) (E : S → ℝ) {r : ℝ}
    (h0 : 0 ≤ r) (h1 : r ≤ 1) :
    IsStochastic (lazyHeatBath β E r) ∧ PreservesGibbs β E (lazyHeatBath β E r) := by
  have hsum : ∀ x, ∑ y, lazyHeatBath β E r x y = 1 := fun x => by
    unfold lazyHeatBath
    rw [Finset.sum_add_distrib, ← Finset.mul_sum, ← Finset.mul_sum, gibbs_sum,
      Finset.sum_ite_eq, if_pos (Finset.mem_univ x)]
    ring
  refine ⟨⟨fun x y => ?_, hsum⟩, preservesGibbs_of_detailedBalance β E _ hsum fun x y => ?_⟩
  · exact add_nonneg (mul_nonneg (by linarith) (by split_ifs <;> norm_num))
      (mul_nonneg h0 (div_pos (Real.exp_pos _) (partitionFn_pos β E)).le)
  · rcases eq_or_ne x y with rfl | h
    · rfl
    · unfold lazyHeatBath
      rw [if_neg h, if_neg h.symm]
      ring

end

end AnnealedImportanceSampling
```

```lean
#print axioms AnnealedImportanceSampling.annealed_importance_sampling
#print axioms AnnealedImportanceSampling.free_energy_le_mean_work
```

```
'AnnealedImportanceSampling.annealed_importance_sampling' depends on axioms: [propext, Classical.choice, Quot.sound]
'AnnealedImportanceSampling.free_energy_le_mean_work' depends on axioms: [propext, Classical.choice, Quot.sound]
```
